# For a fixed real symmetric Hamiltonian and orthonormal band and search direction, with coupling g > 0 and the direction higher in energy by D > 0, the energy-minimizing angle ½ arctan(2g/D) lies strictly below the parabolic step g/D

Q: Before I believe anything about line searches, tell me what the symbols mean. What is the Hamiltonian, and what is the energy?

A: H is a finite real matrix, indexed by a finite type `n`. The energy of a nonzero real vector y is its Rayleigh quotient, (y·Hy)/(y·y). In the code, `⬝ᵥ` is the dot product and `*ᵥ` applies a matrix to a vector.

```lean
import Mathlib

open Matrix

namespace BandLineSearch

noncomputable section

variable {n : Type*} [Fintype n]

/-- The energy (Rayleigh quotient) of a nonzero real vector `y`. -/
def energy (H : Matrix n n ℝ) (y : n → ℝ) : ℝ := (y ⬝ᵥ H *ᵥ y) / (y ⬝ᵥ y)
```

Q: And the line?

A: It is a rotation. From the current band x and a search direction d, taken to be orthonormal, we form

y(t) = cos(t) x − sin(t) d.

The minus sign fits a d that points up the energy gradient, so that a positive t goes downhill.

```lean
/-- The trial band `cos(t) x - sin(t) d`. -/
def rotated (x d : n → ℝ) (t : ℝ) : n → ℝ := Real.cos t • x - Real.sin t • d
```

Q: Which matrix elements enter?

A: Two combinations. The coupling is g = d·Hx, and the gap is D = d·Hd − x·Hx. D is a difference of expectation values, not of eigenvalues.

```lean
/-- The coupling `g = ⟨d, H x⟩` between the band and the search direction. -/
def coupling (H : Matrix n n ℝ) (x d : n → ℝ) : ℝ := d ⬝ᵥ H *ᵥ x

/-- The difference `D = ⟨d, H d⟩ - ⟨x, H x⟩`. -/
def gap (H : Matrix n n ℝ) (x d : n → ℝ) : ℝ := d ⬝ᵥ H *ᵥ d - x ⬝ᵥ H *ᵥ x
```

Two candidate steps are built from them: the angle θ = ½ arctan(2g/D) and the parabolic step g/D.

```lean
/-- The angle `arctan(2g/D)/2`, for `D ≠ 0`. -/
def optimalAngle (H : Matrix n n ℝ) (x d : n → ℝ) : ℝ :=
  Real.arctan (2 * coupling H x d / gap H x d) / 2

/-- The parabolic step `g/D`, for `D ≠ 0`. -/
def parabolicStep (H : Matrix n n ℝ) (x d : n → ℝ) : ℝ := coupling H x d / gap H x d
```

Q: You have just named g/D "parabolic". A name proves nothing.

A: Agreed, so the second-order Taylor polynomial at t = 0 is defined separately, through derivatives, for any twice differentiable function f. That g/D is the vertex of this parabola for the actual energy is then a theorem.

```lean
/-- The second-order Taylor polynomial at zero of a twice differentiable function `f`. -/
def parabola (f : ℝ → ℝ) (t : ℝ) : ℝ := f 0 + deriv f 0 * t + deriv (deriv f) 0 / 2 * t ^ 2
```

Q: Start with the energy along the line. Does the denominator stay under control?

A: Yes, because x and d are orthonormal:

y·y = cos²t (x·x) − 2 sin t cos t (x·d) + sin²t (d·d) = 1.

Write E₀ = x·Hx. Symmetry of H gives x·Hd = d·Hx = g, and d·Hd = E₀ + D, so the numerator is

E(t) = cos²t E₀ − 2g sin t cos t + sin²t (E₀ + D) = E₀ + D sin²t − 2g sin t cos t.

The Lean proof has the same two parts: `hnorm` is the first line, `hsym` is the symmetry, and `linear_combination` collects the terms using sin²t + cos²t = 1.

```lean
/-- For symmetric `H` and orthonormal `x`, `d`, the energy of the trial band is
`⟨x, H x⟩ + D sin² t - 2 g sin t cos t`. -/
theorem energy_rotated {H : Matrix n n ℝ} {x d : n → ℝ} (hH : H.IsSymm)
    (hx : x ⬝ᵥ x = 1) (hd : d ⬝ᵥ d = 1) (hxd : x ⬝ᵥ d = 0) (t : ℝ) :
    energy H (rotated x d t) = x ⬝ᵥ H *ᵥ x + gap H x d * Real.sin t ^ 2
      - 2 * coupling H x d * Real.sin t * Real.cos t := by
  have hdx : d ⬝ᵥ x = 0 := by rw [dotProduct_comm, hxd]
  have hsym : x ⬝ᵥ H *ᵥ d = d ⬝ᵥ H *ᵥ x := by
    rw [Matrix.dotProduct_mulVec, ← Matrix.mulVec_transpose, hH.eq, dotProduct_comm]
  -- the rotation preserves the norm
  have hnorm : rotated x d t ⬝ᵥ rotated x d t = 1 := by
    simp only [rotated, sub_dotProduct, dotProduct_sub, smul_dotProduct, dotProduct_smul,
      smul_eq_mul, hx, hd, hxd, hdx]
    linear_combination Real.sin_sq_add_cos_sq t
  unfold energy
  rw [hnorm, div_one]
  simp only [rotated, gap, coupling, Matrix.mulVec_sub, Matrix.mulVec_smul, sub_dotProduct,
    dotProduct_sub, smul_dotProduct, dotProduct_smul, smul_eq_mul]
  linear_combination (x ⬝ᵥ H *ᵥ x) * Real.sin_sq_add_cos_sq t
    - Real.cos t * Real.sin t * hsym
```

Q: Now the slope and the parabola.

A: Differentiating gives

E′(t) = 2D sin t cos t − 2g (cos²t − sin²t) = D sin 2t − 2g cos 2t.

Lean assembles this from the product rule and then rewrites the double angles.

```lean
/-- For symmetric `H` and orthonormal `x`, `d`, the slope of the energy along the line is
`D sin 2t - 2 g cos 2t`. -/
theorem hasDerivAt_energy {H : Matrix n n ℝ} {x d : n → ℝ} (hH : H.IsSymm)
    (hx : x ⬝ᵥ x = 1) (hd : d ⬝ᵥ d = 1) (hxd : x ⬝ᵥ d = 0) (t : ℝ) :
    HasDerivAt (fun s => energy H (rotated x d s))
      (gap H x d * Real.sin (2 * t) - 2 * coupling H x d * Real.cos (2 * t)) t := by
  have hE : (fun s => energy H (rotated x d s)) = fun s => x ⬝ᵥ H *ᵥ x
      + gap H x d * (Real.sin s * Real.sin s)
      - 2 * coupling H x d * (Real.sin s * Real.cos s) := by
    funext s
    rw [energy_rotated hH hx hd hxd]
    ring
  rw [hE]
  have hs := Real.hasDerivAt_sin t
  have hc := Real.hasDerivAt_cos t
  refine ((((hs.fun_mul hs).const_mul (gap H x d)).const_add (x ⬝ᵥ H *ᵥ x)).fun_sub
    ((hs.fun_mul hc).const_mul (2 * coupling H x d))).congr_deriv ?_
  rw [Real.sin_two_mul, Real.cos_two_mul]
  linear_combination (2 * coupling H x d) * Real.sin_sq_add_cos_sq t
```

At t = 0 the slope is −2g. A second differentiation gives 2D cos 2t + 4g sin 2t, which is 2D at t = 0. The Taylor parabola is therefore

P(t) = E₀ − 2g t + D t² = P(g/D) + D (t − g/D)².

For D > 0 its minimum is at g/D. The theorem asks only for D ≠ 0, in which case g/D is still the vertex. In the proof, `h1` and `h2` supply the two derivatives, and `hp`, which says D · (g/D) = g, completes the square.

```lean
/-- For symmetric `H`, orthonormal `x`, `d` and `D ≠ 0`, the Taylor parabola of the energy at
`t = 0` has its vertex at the parabolic step `g/D` and leading coefficient `D`. -/
theorem parabola_vertex {H : Matrix n n ℝ} {x d : n → ℝ} (hH : H.IsSymm)
    (hx : x ⬝ᵥ x = 1) (hd : d ⬝ᵥ d = 1) (hxd : x ⬝ᵥ d = 0) (hD : gap H x d ≠ 0) (t : ℝ) :
    parabola (fun s => energy H (rotated x d s)) t
      = parabola (fun s => energy H (rotated x d s)) (parabolicStep H x d)
        + gap H x d * (t - parabolicStep H x d) ^ 2 := by
  have h1 : deriv (fun s => energy H (rotated x d s)) = fun t =>
      gap H x d * Real.sin (2 * t) - 2 * coupling H x d * Real.cos (2 * t) :=
    funext fun t => (hasDerivAt_energy hH hx hd hxd t).deriv
  have hl : HasDerivAt (fun t : ℝ => 2 * t) 2 0 :=
    ((hasDerivAt_id' (0 : ℝ)).const_mul (2 : ℝ)).congr_deriv (by norm_num)
  -- the curvature at the starting point is 2D
  have h2 : HasDerivAt (fun t : ℝ =>
      gap H x d * Real.sin (2 * t) - 2 * coupling H x d * Real.cos (2 * t))
      (2 * gap H x d) 0 := by
    refine ((hl.sin.const_mul (gap H x d)).fun_sub
      (hl.cos.const_mul (2 * coupling H x d))).congr_deriv ?_
    simp only [mul_zero, Real.cos_zero, Real.sin_zero]
    ring
  have hp : gap H x d * parabolicStep H x d = coupling H x d := by
    unfold parabolicStep
    field_simp
  unfold parabola
  rw [h1, h2.deriv]
  simp only [mul_zero, Real.cos_zero, Real.sin_zero]
  linear_combination 2 * (t - parabolicStep H x d) * hp
```

Q: Setting E′(t) = 0 gives tan 2t = 2g/D, which maxima satisfy too. How do you know that θ is a minimum, and a global one?

A: By avoiding the stationarity condition. Put u = 2g/D and R = √(D² + 4g²). For D > 0 we have R = D √(1 + u²), while cos(arctan u) = 1/√(1 + u²) and sin(arctan u) = u/√(1 + u²). Since arctan u = 2θ,

R cos 2θ = D and R sin 2θ = 2g.

The sign of D matters here, because the arctangent only returns angles with positive cosine.

```lean
/-- For `D > 0`, the pair `(D, 2g)` has polar radius `√(D² + 4g²)` and polar angle
`arctan(2g/D)`. -/
theorem polar_form (g D : ℝ) (hD : 0 < D) :
    √(D ^ 2 + 4 * g ^ 2) * Real.cos (Real.arctan (2 * g / D)) = D ∧
    √(D ^ 2 + 4 * g ^ 2) * Real.sin (Real.arctan (2 * g / D)) = 2 * g := by
  have hu : D * (2 * g / D) = 2 * g := by field_simp
  rw [Real.cos_arctan, Real.sin_arctan]
  generalize 2 * g / D = u at hu ⊢
  have hr : √(1 + u ^ 2) ≠ 0 := (Real.sqrt_pos.mpr (by positivity)).ne'
  have hR : √(D ^ 2 + 4 * g ^ 2) = D * √(1 + u ^ 2) := by
    rw [show D ^ 2 + 4 * g ^ 2 = D ^ 2 * (1 + u ^ 2) by
      linear_combination (-(D * u + 2 * g)) * hu, Real.sqrt_mul (sq_nonneg D),
      Real.sqrt_sq hD.le]
  rw [hR, ← hu]
  generalize √(1 + u ^ 2) = r at hr ⊢
  constructor <;> field_simp
```

Insert this into the energy, written with double angles:

E(t) = E₀ + D/2 − (D/2) cos 2t − g sin 2t = E₀ + D/2 − (R/2) cos(2t − 2θ).

Subtracting the value at θ leaves

E(t) − E(θ) = (R/2) (1 − cos 2(t − θ)) = R sin²(t − θ).

This is an exact formula for the energy lost by stopping at the wrong angle. Lean proves it in single angles: it expands sin(t − θ) and combines the two polar relations, `hc` and `hs`, with sin² + cos² = 1 at t and at θ.

```lean
/-- For symmetric `H`, orthonormal `x`, `d` and `D > 0`, the energy at angle `t` exceeds that at
`θ = arctan(2g/D)/2` by exactly `√(D² + 4g²) sin²(t - θ)`. -/
theorem energy_excess {H : Matrix n n ℝ} {x d : n → ℝ} (hH : H.IsSymm)
    (hx : x ⬝ᵥ x = 1) (hd : d ⬝ᵥ d = 1) (hxd : x ⬝ᵥ d = 0) (hD : 0 < gap H x d) (t : ℝ) :
    energy H (rotated x d t) = energy H (rotated x d (optimalAngle H x d))
      + √(gap H x d ^ 2 + 4 * coupling H x d ^ 2)
        * Real.sin (t - optimalAngle H x d) ^ 2 := by
  obtain ⟨hc, hs⟩ := polar_form (coupling H x d) (gap H x d) hD
  have h2 : Real.arctan (2 * coupling H x d / gap H x d) = 2 * optimalAngle H x d := by
    unfold optimalAngle
    ring
  rw [h2, Real.cos_two_mul] at hc
  rw [h2, Real.sin_two_mul] at hs
  rw [energy_rotated hH hx hd hxd, energy_rotated hH hx hd hxd, Real.sin_sub]
  generalize optimalAngle H x d = θ at hc hs ⊢
  generalize √(gap H x d ^ 2 + 4 * coupling H x d ^ 2) = R at hc hs ⊢
  linear_combination (-(Real.sin t ^ 2 - Real.sin θ ^ 2)) * hc
    + (Real.sin t * Real.cos t - Real.sin θ * Real.cos θ) * hs
    + R * Real.sin t ^ 2 * Real.sin_sq_add_cos_sq θ
    - R * Real.sin θ ^ 2 * Real.sin_sq_add_cos_sq t
```

Q: Show me numbers.

A: Take H with diagonal 0, 2 and off-diagonal element 1, and let x and d be the two basis vectors. Then E₀ = 0, g = 1, D = 2 and

E(t) = 1 − cos 2t − sin 2t.

The optimal angle is θ = ½ arctan 1 = π/8 ≈ 0.393, with energy 1 − √2 ≈ −0.414. The parabolic step is 0.5, with energy 1 − cos 1 − sin 1 ≈ −0.382. The loss is about 0.032, and the formula agrees: √8 sin²(0.107) ≈ 0.032.

Q: So the parabola overshoots a little but still helps. When does it hurt?

A: Let τ be a step with Dτ = g. Replacing g by Dτ in the energy gives

E(τ) − E₀ = D sin²τ − 2Dτ sin τ cos τ = D sin τ (sin τ − 2τ cos τ).

For D > 0 and 0 < τ < π/2 this is positive exactly when tan τ > 2τ, that is, for τ above about 1.17. At τ = π/2 the cosine vanishes and the change is +D. The trial band has then been rotated all the way to −d, whose energy is that of d.

```lean
/-- For symmetric `H` and orthonormal `x`, `d`, a step `τ` with `D τ = g` changes the energy by
`D sin τ (sin τ - 2 τ cos τ)`. -/
theorem parabolic_energy_change {H : Matrix n n ℝ} {x d : n → ℝ} (hH : H.IsSymm)
    (hx : x ⬝ᵥ x = 1) (hd : d ⬝ᵥ d = 1) (hxd : x ⬝ᵥ d = 0) {τ : ℝ}
    (hτ : gap H x d * τ = coupling H x d) :
    energy H (rotated x d τ) - energy H x
      = gap H x d * Real.sin τ * (Real.sin τ - 2 * τ * Real.cos τ) := by
  have h0 : energy H x = x ⬝ᵥ H *ᵥ x := by
    unfold energy
    rw [hx, div_one]
  rw [energy_rotated hH hx hd hxd, h0]
  linear_combination 2 * Real.sin τ * Real.cos τ * hτ
```

Q: Now read me the main statement, hypotheses first.

A: `hH` says that H is symmetric, and `hx`, `hd` and `hxd` say that x and d are orthonormal. `hg` is g > 0: the energy initially falls for positive t, which can be arranged by flipping the sign of d whenever g ≠ 0. `hD` is D > 0: the search direction has a higher energy expectation than the current band. There are four conclusions:

1. No angle t gives a lower energy than θ.
2. The energy at t equals that minimum exactly when t = θ + kπ for an integer k. Such a shift at most changes the sign of the vector, so the physical state is the same.
3. θ < g/D.
4. If g/D = π/2, the energy after the parabolic step is the starting energy plus D.

```lean
/-- Let `H` be symmetric, `x`, `d` orthonormal, `g > 0` and `D > 0`. The energy along the line is
minimal exactly at `arctan(2g/D)/2` modulo `π`, this angle is strictly below the parabolic step
`g/D`, and if `g/D = π/2` the parabolic step raises the energy by `D`. -/
theorem exact_line_search {H : Matrix n n ℝ} {x d : n → ℝ} (hH : H.IsSymm)
    (hx : x ⬝ᵥ x = 1) (hd : d ⬝ᵥ d = 1) (hxd : x ⬝ᵥ d = 0)
    (hg : 0 < coupling H x d) (hD : 0 < gap H x d) :
    (∀ t, energy H (rotated x d (optimalAngle H x d)) ≤ energy H (rotated x d t)) ∧
    (∀ t, energy H (rotated x d t) = energy H (rotated x d (optimalAngle H x d)) ↔
      ∃ k : ℤ, t = optimalAngle H x d + k * Real.pi) ∧
    optimalAngle H x d < parabolicStep H x d ∧
    (parabolicStep H x d = Real.pi / 2 →
      energy H (rotated x d (parabolicStep H x d)) = energy H x + gap H x d) := by
  have hex := energy_excess hH hx hd hxd hD
  have hR : 0 < √(gap H x d ^ 2 + 4 * coupling H x d ^ 2) :=
    Real.sqrt_pos.mpr (by positivity)
  refine ⟨fun t => ?_, fun t => ⟨fun h => ?_, ?_⟩, ?_, fun h => ?_⟩
  · rw [hex t]
    exact le_add_of_nonneg_right (by positivity)
  · -- equal energy forces the sine of the angular distance to vanish
    have h0 : √(gap H x d ^ 2 + 4 * coupling H x d ^ 2)
        * Real.sin (t - optimalAngle H x d) ^ 2 = 0 := by linarith [hex t]
    have h1 := (pow_eq_zero_iff two_ne_zero).mp ((mul_eq_zero.mp h0).resolve_left hR.ne')
    obtain ⟨k, hk⟩ := Real.sin_eq_zero_iff.mp h1
    exact ⟨k, by linarith⟩
  · rintro ⟨k, hk⟩
    have h1 : Real.sin (t - optimalAngle H x d) = 0 :=
      Real.sin_eq_zero_iff.mpr ⟨k, by linarith⟩
    rw [hex t, h1]
    ring
  · -- arctan y < y for positive y
    have hy : 0 < 2 * coupling H x d / gap H x d := by positivity
    have ha := Real.arctan_strictMono hy
    rw [Real.arctan_zero] at ha
    have hlt := Real.lt_tan ha (Real.arctan_lt_pi_div_two _)
    rw [Real.tan_arctan, mul_div_assoc] at hlt
    unfold optimalAngle parabolicStep
    rw [mul_div_assoc]
    linarith
  · have hp : gap H x d * parabolicStep H x d = coupling H x d := by
      unfold parabolicStep
      field_simp
    have hch := parabolic_energy_change hH hx hd hxd hp
    rw [h, Real.sin_pi_div_two, Real.cos_pi_div_two] at hch
    rw [h]
    linarith
```

Q: And the proof of each?

A: The first holds because R sin²(t − θ) is never negative. For the second, R > 0, so equal energies force sin(t − θ) = 0, whose solutions are the integer multiples of π; the converse substitutes back. For the third, set y = 2g/D > 0 and a = arctan y. Then 0 < a < π/2, so a < tan a = y, and halving gives θ < g/D. In Lean this is `Real.lt_tan`. The fourth puts τ = π/2 into the energy-change formula.

Q: Is g > 0 needed for all of that?

A: It is needed for the strict inequality: at g = 0 both steps are zero. The excess formula needs no condition on g; besides the symmetry of H and the orthonormality of x and d, it assumes only D > 0.

Q: Perhaps no Hamiltonian ever has g/D = π/2, and the last conclusion is empty.

A: A two-level matrix settles that. Take diagonal elements 0 and 1 and off-diagonal element π/2.

```lean
/-- The two-level matrix with diagonal `0, 1` and off-diagonal element `π/2`. -/
def twoLevel : Matrix (Fin 2) (Fin 2) ℝ := !![0, Real.pi / 2; Real.pi / 2, 1]
```

With the basis vectors as x and d, it is symmetric, the vectors are orthonormal, g = π/2 and D = 1. The proof checks the entries. Here the parabolic step takes the energy from 0 up to 1, although the minimum on the line is ½ − ½√(1 + π²) ≈ −1.15.

```lean
/-- The two-level matrix is symmetric, and with the two basis vectors as `x` and `d` it has
`g = π/2` and `D = 1`. -/
theorem exact_line_search_witness :
    twoLevel.IsSymm ∧ (![1, 0] : Fin 2 → ℝ) ⬝ᵥ ![1, 0] = 1 ∧
    (![0, 1] : Fin 2 → ℝ) ⬝ᵥ ![0, 1] = 1 ∧ (![1, 0] : Fin 2 → ℝ) ⬝ᵥ ![0, 1] = 0 ∧
    coupling twoLevel ![1, 0] ![0, 1] = Real.pi / 2 ∧ gap twoLevel ![1, 0] ![0, 1] = 1 := by
  refine ⟨?_, ?_, ?_, ?_, ?_, ?_⟩
  · unfold Matrix.IsSymm
    ext i j
    fin_cases i <;> fin_cases j <;> rfl
  all_goals simp [coupling, gap, twoLevel, Matrix.mulVec, dotProduct, Fin.sum_univ_two]

end

end BandLineSearch
```

```lean
#print axioms BandLineSearch.parabola_vertex
#print axioms BandLineSearch.exact_line_search
```

```
'BandLineSearch.parabola_vertex' depends on axioms: [propext, Classical.choice, Quot.sound]
'BandLineSearch.exact_line_search' depends on axioms: [propext, Classical.choice, Quot.sound]
```

Q: What should someone with a plane-wave code take from this?

A: In band-by-band minimization with a fixed, real symmetric, finite Hamiltonian, the same two numbers g and D that give the parabolic step also give the exact minimum along the line, and for D > 0 the parabolic step can raise the energy once g exceeds about 1.17 D.

Q: And my self-consistent calculation?

A: It depends on the scheme. If H is held fixed while the bands are improved, and rebuilt only afterwards, the result applies to each line search that meets its hypotheses. If the total energy is minimized directly, H changes with the density as the band rotates, and E(t) is in general no longer this simple trigonometric function. The statement also leaves aside complex Hermitian matrices, the case D ≤ 0, the choice of d, orthogonality to other bands, and the convergence of repeated searches. It describes one line search for one band.
